# Linear interpolation between partial waves: an error bound from their curvature in energy

Let $\varphi$ assign to each energy $t$ in $[a,b]$, with $a<b$, a partial wave $\varphi(t)$ in a real inner-product space. If $\varphi$ is continuous on $[a,b]$ and twice differentiable inside, with $\|\varphi''(t)\|\le M$ there, then linear interpolation between $\varphi(a)$ and $\varphi(b)$ misses $\varphi(e)$ by at most

$$\frac M2\,(e-a)(b-e)\qquad\text{for every } e\in[a,b].$$

The largest value of this bound is $M(b-a)^2/8$, so halving the spacing of the reference energies divides it by four.

## Partial waves as a curve in energy

In the projector augmented-wave (PAW) method, the wave function near an atom is expanded in partial waves, which are commonly solutions of the radial Schrödinger equation at a few reference energies. A state at another energy $e$ calls for a partial wave that is not in the set. For one channel with two reference energies, and with a bound $M$ taken as given, the result gives an upper bound on the error of replacing the missing wave by a linear interpolation of the two available ones.

The constant $M$ is an upper limit on how strongly the partial wave bends as the energy changes. It depends on the norm, for instance the $L^2$ norm over the augmentation sphere, and on how the waves are normalised from one energy to the next, since an energy-dependent prefactor changes $\varphi''$.

## The statement in Lean's terms

The space `V` is any real inner-product space, of finite or infinite dimension; real radial functions with an $L^2$ inner product are the intended case. The interpolant `interp φ a b e` is

$$I(e)=r\,\varphi(a)+s\,\varphi(b),\qquad r=\frac{b-e}{b-a},\quad s=\frac{e-a}{b-a}.$$

The structure `CurvatureBound φ φ' φ'' a b M` collects the hypotheses on the curve. Its field `cont` is continuity on the closed window `Icc a b`. The fields `deriv1` and `deriv2` say that `φ'` and `φ''` are the first and second energy derivatives on the open window `Ioo a b`, and `bound` is $\|\varphi''\|\le M$ there. No derivative is required at the reference energies themselves, so a $C^2$ curve on $[a,b]$ is a special case.

The main theorem, `interpolation_error`, is the pointwise bound above. `distance_to_span` gives the same bound for the distance from $\varphi(e)$ to the span of $\varphi(a)$ and $\varphi(b)$. It therefore concerns the best combination of the two waves, and the coefficients that PAW projectors produce may be different ones.

The radial Schrödinger equation does not enter. The value of $M$ is assumed and not derived from a potential, and nothing is said about pseudo partial waves, projectors or total energies.

## Three moments of the interpolation weights

The weights satisfy $r+s=1$. They also reproduce the energy:

$$ra+sb=\frac{ab-ea+eb-ab}{b-a}=e.$$

For the square of the energy they give too much when $a<e<b$:

$$ra^2+sb^2=\frac{e(b^2-a^2)-ab(b-a)}{b-a}=e(a+b)-ab,$$

and therefore

$$ra^2+sb^2-e^2=(e-a)(b-e).$$

This excess is the energy factor in the error bound.

## Convexity of the overlap

Fix a vector $w$ and define the real function

$$g(t)=\langle w,\varphi(t)\rangle+\frac{M\|w\|}{2}\,t^2 .$$

Inside the window, the Cauchy–Schwarz inequality gives

$$g''(t)=\langle w,\varphi''(t)\rangle+M\|w\|\ \ge\ -\|w\|\,\|\varphi''(t)\|+M\|w\|\ \ge\ 0 .$$

Since $g$ is continuous on $[a,b]$, it is convex there. With $r,s\ge0$, $r+s=1$ and $ra+sb=e$, convexity reads $g(e)\le r\,g(a)+s\,g(b)$. Moving the overlaps to the left and the squares to the right gives

$$\langle w,\varphi(e)-I(e)\rangle\le\frac{M\|w\|}{2}\,(ra^2+sb^2-e^2)=\frac{M\|w\|}{2}\,(e-a)(b-e).$$

## The error tested against itself

The last inequality holds for every $w$. Choose $w=\varphi(e)-I(e)$, the interpolation error. Then

$$\|w\|^2\le\|w\|\,\frac M2\,(e-a)(b-e).$$

If $w\ne0$, division by $\|w\|$ gives the claim. If $w=0$, the claim only needs a non-negative right-hand side, and $M\ge0$ because $M$ bounds a norm at the midpoint of the window.

The bound on the distance to the span follows at once, because $I(e)$ lies in that span.

## The worst case and an added midpoint

From

$$(b-a)^2-4(e-a)(b-e)=(2e-a-b)^2\ge0$$

it follows that $(e-a)(b-e)\le(b-a)^2/4$, and the error is at most $M(b-a)^2/8$ anywhere in the window.

Now add $(a+b)/2$ as a third reference energy and interpolate on the half that contains $e$. The same $M$ holds on each half, whose width is $(b-a)/2$, so the bound becomes

$$\frac M8\left(\frac{b-a}{2}\right)^2=\frac14\cdot\frac{M(b-a)^2}{8}.$$

It is the guaranteed bound that is quartered; the error of a particular curve may fall by another factor, or even grow.

## A parabolic wave attains the bound

Let $u$ be a unit vector, $M\ge0$ and $\varphi(t)=\frac M2t^2u$. Then $\varphi''=Mu$ has norm $M$, and

$$\varphi(e)-I(e)=\frac M2\,(e^2-ra^2-sb^2)\,u=-\frac M2\,(e-a)(b-e)\,u .$$

The error equals the bound at every energy, so the factor $M/2$ in the interpolation bound cannot be lowered. The example does not show the same for the distance to the span: this curve stays on one line, and that distance is zero. It is a mathematical test case and not a physical set of partial waves, since a nonzero function cannot solve the radial Schrödinger equation for one potential at two different energies.

## A sign flip at a reference energy

Suppose continuity is required everywhere in the window except at the upper reference energy. Take $[a,b]=[0,1]$, a unit vector $u$, and

$$\varphi(t)=u\ \text{ for } 0\le t<1,\qquad \varphi(1)=-u .$$

Both derivatives vanish inside the window, so $M=0$ is allowed and the bound would be zero. But $I(1/2)=\frac12u-\frac12u=0$, while $\varphi(1/2)=u$, and the error has norm 1. The constant wave is an idealisation, but a sign flip of this kind can arise when partial waves are computed separately at each energy and normalised without a common sign convention. The flip leaves the span of the two reference waves unchanged, so it spoils the interpolation and not the best combination.

## The Lean file

```lean
import Mathlib

open Set

namespace PartialWaveInterpolation

noncomputable section

variable {V : Type*} [NormedAddCommGroup V] [InnerProductSpace ℝ V]

/-- Linear interpolation in the energy `e` between the partial waves at the reference
energies `a` and `b`, for `a ≠ b`. -/
def interp (φ : ℝ → V) (a b e : ℝ) : V :=
  ((b - e) / (b - a)) • φ a + ((e - a) / (b - a)) • φ b

/-- The partial wave `φ` is continuous in energy on `[a, b]` and has first and second energy
derivatives `φ'` and `φ''` inside, the second of norm at most `M`. -/
structure CurvatureBound (φ φ' φ'' : ℝ → V) (a b M : ℝ) : Prop where
  cont : ContinuousOn φ (Icc a b)
  deriv1 : ∀ t ∈ Ioo a b, HasDerivAt φ (φ' t) t
  deriv2 : ∀ t ∈ Ioo a b, HasDerivAt φ' (φ'' t) t
  bound : ∀ t ∈ Ioo a b, ‖φ'' t‖ ≤ M

/-- The curve `(M/2) t² u` along a fixed vector `u`, a mathematical test case for the error bound.
-/
def parabolicWave (M : ℝ) (u : V) (t : ℝ) : V := (M / 2 * (t * t)) • u

variable {φ φ' φ'' : ℝ → V} {a b M e : ℝ}

/-- The energy derivative of `c t² / 2` is `c t`. -/
theorem hasDerivAt_half_sq (c t : ℝ) :
    HasDerivAt (fun s : ℝ => c / 2 * (s * s)) (c * t) t :=
  (((hasDerivAt_id' t).fun_mul (hasDerivAt_id' t)).const_mul (c / 2)).congr_deriv (by ring)

/-- A curvature bound on an energy window of positive width has `M ≥ 0`. -/
theorem CurvatureBound.nonneg (h : CurvatureBound φ φ' φ'' a b M) (hab : a < b) : 0 ≤ M :=
  (norm_nonneg _).trans (h.bound ((a + b) / 2) ⟨by linarith, by linarith⟩)

/-- A curvature bound on an energy window holds on every smaller window. -/
theorem CurvatureBound.mono (h : CurvatureBound φ φ' φ'' a b M) {c d : ℝ}
    (hac : a ≤ c) (hdb : d ≤ b) : CurvatureBound φ φ' φ'' c d M :=
  ⟨h.cont.mono (Icc_subset_Icc hac hdb),
    fun t ht => h.deriv1 t (Ioo_subset_Ioo hac hdb ht),
    fun t ht => h.deriv2 t (Ioo_subset_Ioo hac hdb ht),
    fun t ht => h.bound t (Ioo_subset_Ioo hac hdb ht)⟩

/-- For `a < b` the interpolation weights sum to one, reproduce the energy `e`, and applied to the
squares `a²` and `b²` give `e² + (e - a) (b - e)`. -/
theorem weight_moments (hab : a < b) (e : ℝ) :
    (b - e) / (b - a) + (e - a) / (b - a) = 1 ∧
    (b - e) / (b - a) * a + (e - a) / (b - a) * b = e ∧
    (b - e) / (b - a) * a ^ 2 + (e - a) / (b - a) * b ^ 2 - e ^ 2 = (e - a) * (b - e) := by
  have hne : b - a ≠ 0 := (sub_pos.2 hab).ne'
  have hr : (b - e) / (b - a) * (b - a) = b - e := div_mul_cancel₀ _ hne
  have hs : (e - a) / (b - a) * (b - a) = e - a := div_mul_cancel₀ _ hne
  generalize (b - e) / (b - a) = r at *
  generalize (e - a) / (b - a) = s at *
  have hsum : r + s = 1 := mul_right_cancel₀ hne (by linear_combination hr + hs)
  exact ⟨hsum, by linear_combination a * hsum + hs,
    by linear_combination a ^ 2 * hsum + (a + b) * hs⟩

/-- Under a curvature bound `M` on `[a, b]`, the overlap of the partial wave with a fixed vector `w`
becomes a convex function of energy on `[a, b]` once `M ‖w‖ t² / 2` is added. -/
theorem CurvatureBound.convex_overlap (h : CurvatureBound φ φ' φ'' a b M) (w : V) :
    ConvexOn ℝ (Icc a b) (fun t => inner ℝ w (φ t) + M * ‖w‖ / 2 * (t * t)) := by
  have key : ∀ (ψ : ℝ → V) (v : V) (t : ℝ), HasDerivAt ψ v t →
      HasDerivAt (fun s => inner ℝ w (ψ s)) (inner ℝ w v) t := by
    intro ψ v t hd
    simpa using (hasDerivAt_const t w).inner ℝ hd
  refine convexOn_of_hasDerivWithinAt2_nonneg (convex_Icc a b)
    (f' := fun t => inner ℝ w (φ' t) + M * ‖w‖ * t)
    (f'' := fun t => inner ℝ w (φ'' t) + M * ‖w‖) ?_ ?_ ?_ ?_
  · have hov : ContinuousOn (fun t => inner ℝ w (φ t)) (Icc a b) :=
      ContinuousOn.inner continuousOn_const h.cont
    exact hov.add (by fun_prop)
  · intro t ht
    rw [interior_Icc] at ht
    exact ((key φ _ t (h.deriv1 t ht)).fun_add
      (hasDerivAt_half_sq (M * ‖w‖) t)).hasDerivWithinAt
  · intro t ht
    rw [interior_Icc] at ht
    exact ((key φ' _ t (h.deriv2 t ht)).fun_add
      (((hasDerivAt_id' t).const_mul (M * ‖w‖)).congr_deriv (mul_one _))).hasDerivWithinAt
  · intro t ht
    rw [interior_Icc] at ht

    -- Cauchy-Schwarz bounds the curvature of the overlap
    have h1 := abs_real_inner_le_norm w (φ'' t)
    have h2 := mul_le_mul_of_nonneg_left (h.bound t ht) (norm_nonneg w)
    linarith [neg_abs_le (inner ℝ w (φ'' t))]

/-- If the partial wave satisfies `CurvatureBound` on `[a, b]` with constant `M`, which includes
continuity on the closed window, linear interpolation between the partial waves at `a < b` misses
the one at `e ∈ [a, b]` by at most `(M/2) (e - a) (b - e)`. -/
theorem interpolation_error (h : CurvatureBound φ φ' φ'' a b M) (hab : a < b)
    (he : e ∈ Icc a b) :
    ‖φ e - interp φ a b e‖ ≤ M / 2 * ((e - a) * (b - e)) := by
  obtain ⟨h1, h2, h3⟩ := weight_moments hab e
  have hba : 0 ≤ b - a := (sub_pos.2 hab).le
  have hin : ∀ v : V, inner ℝ v (φ e - interp φ a b e) = inner ℝ v (φ e) -
      ((b - e) / (b - a) * inner ℝ v (φ a) + (e - a) / (b - a) * inner ℝ v (φ b)) := by
    intro v
    simp only [interp, inner_sub_right, inner_add_right, real_inner_smul_right]
  -- test the convexity along the error vector itself
  obtain ⟨w, hw⟩ : ∃ w, w = φ e - interp φ a b e := ⟨_, rfl⟩
  have hww := hin w
  rw [← hw, real_inner_self_eq_norm_sq] at hww
  rw [← hw]
  have hc := (h.convex_overlap w).2 (left_mem_Icc.2 hab.le) (right_mem_Icc.2 hab.le)
    (div_nonneg (sub_nonneg.2 he.2) hba) (div_nonneg (sub_nonneg.2 he.1) hba) h1
  simp only [smul_eq_mul] at hc
  rw [h2] at hc
  have hfin : ‖w‖ * ‖w‖ ≤ ‖w‖ * (M / 2 * ((e - a) * (b - e))) := by
    linear_combination hc + hww + M * ‖w‖ / 2 * h3
  rcases (norm_nonneg w).eq_or_lt with h0 | h0
  · rw [← h0]
    exact mul_nonneg (div_nonneg (h.nonneg hab) (by norm_num))
      (mul_nonneg (sub_nonneg.2 he.1) (sub_nonneg.2 he.2))
  · exact le_of_mul_le_mul_left hfin h0

/-- Under the same curvature bound, the partial wave at `e ∈ [a, b]` lies within
`(M/2) (e - a) (b - e)` of the span of the two reference waves at `a < b`. -/
theorem distance_to_span (h : CurvatureBound φ φ' φ'' a b M) (hab : a < b)
    (he : e ∈ Icc a b) :
    Metric.infDist (φ e) (Submodule.span ℝ {φ a, φ b} : Set V) ≤
      M / 2 * ((e - a) * (b - e)) := by
  have hmem : interp φ a b e ∈ Submodule.span ℝ {φ a, φ b} :=
    Submodule.add_mem _
      (Submodule.smul_mem _ _ (Submodule.subset_span (by simp)))
      (Submodule.smul_mem _ _ (Submodule.subset_span (by simp)))
  refine (Metric.infDist_le_dist_of_mem hmem).trans ?_
  rw [dist_eq_norm]
  exact interpolation_error h hab he

/-- Under the same curvature bound, the interpolation error anywhere in `[a, b]`, `a < b`, is
at most `M (b - a)² / 8`. -/
theorem worst_case_error (h : CurvatureBound φ φ' φ'' a b M) (hab : a < b)
    (he : e ∈ Icc a b) : ‖φ e - interp φ a b e‖ ≤ M / 8 * (b - a) ^ 2 := by
  have h1 := interpolation_error h hab he
  have h2 := mul_nonneg (h.nonneg hab) (sq_nonneg (2 * e - a - b))
  linarith

/-- Under the same curvature bound on `[a, b]`, `a < b`, adding the midpoint as a reference
energy and interpolating on each half divides the worst-case bound by four. -/
theorem halving_quarters_bound (h : CurvatureBound φ φ' φ'' a b M) (hab : a < b)
    (he : e ∈ Icc a b) :
    ‖φ e - (if e ≤ (a + b) / 2 then interp φ a ((a + b) / 2) e
      else interp φ ((a + b) / 2) b e)‖ ≤ (M / 8 * (b - a) ^ 2) / 4 := by
  split_ifs with hm
  · have h1 := worst_case_error (h.mono le_rfl (by linarith : (a + b) / 2 ≤ b))
      (by linarith) ⟨he.1, hm⟩
    linarith
  · have h1 := worst_case_error (h.mono (by linarith : a ≤ (a + b) / 2) le_rfl)
      (by linarith) ⟨(not_le.1 hm).le, he.2⟩
    linarith

/-- For `M ≥ 0`, a unit vector `u` and `a < b`, the parabolic wave obeys the curvature bound
`M` and its interpolation error equals `(M/2) (e - a) (b - e)` at every `e ∈ [a, b]`. -/
theorem parabolicWave_sharp (hM : 0 ≤ M) {u : V} (hu : ‖u‖ = 1) (hab : a < b) :
    CurvatureBound (parabolicWave M u) (fun t => (M * t) • u) (fun _ => M • u) a b M ∧
    ∀ e ∈ Icc a b, ‖parabolicWave M u e - interp (parabolicWave M u) a b e‖ =
      M / 2 * ((e - a) * (b - e)) := by
  have hd : ∀ t, HasDerivAt (parabolicWave M u) ((M * t) • u) t :=
    fun t => (hasDerivAt_half_sq M t).smul_const u
  refine ⟨⟨fun t _ => (hd t).continuousAt.continuousWithinAt, fun t _ => hd t,
    fun t _ => (((hasDerivAt_id' t).const_mul M).congr_deriv (mul_one M)).smul_const u,
    fun t _ => by simp [norm_smul, hu, abs_of_nonneg hM]⟩, ?_⟩
  intro e he
  obtain ⟨-, -, h3⟩ := weight_moments hab e
  -- the error is `-M/2` times the second-moment excess, times `u`
  have herr : parabolicWave M u e - interp (parabolicWave M u) a b e =
      (-(M / 2 * ((e - a) * (b - e)))) • u := by
    rw [← h3]
    simp only [parabolicWave, interp]
    module
  have hpos : 0 ≤ M / 2 * ((e - a) * (b - e)) :=
    mul_nonneg (div_nonneg hM (by norm_num))
      (mul_nonneg (sub_nonneg.2 he.1) (sub_nonneg.2 he.2))
  rw [herr, norm_smul, hu, mul_one, norm_neg, Real.norm_of_nonneg hpos]

end

end PartialWaveInterpolation
```

```lean
#print axioms PartialWaveInterpolation.interpolation_error
#print axioms PartialWaveInterpolation.distance_to_span
#print axioms PartialWaveInterpolation.halving_quarters_bound
#print axioms PartialWaveInterpolation.parabolicWave_sharp
```

```
'PartialWaveInterpolation.interpolation_error' depends on axioms: [propext, Classical.choice, Quot.sound]
'PartialWaveInterpolation.distance_to_span' depends on axioms: [propext, Classical.choice, Quot.sound]
'PartialWaveInterpolation.halving_quarters_bound' depends on axioms: [propext, Classical.choice, Quot.sound]
'PartialWaveInterpolation.parabolicWave_sharp' depends on axioms: [propext, Classical.choice, Quot.sound]
```

## Lemmas on weights, windows and convexity

`hasDerivAt_half_sq` differentiates the quadratic term $ct^2/2$, which the code writes with `t * t`. `CurvatureBound.nonneg` obtains $M\ge0$ from the midpoint, and `CurvatureBound.mono` restricts the hypotheses to a smaller window.

`weight_moments` proves the three identities for the weights. It first records $r(b-a)=b-e$ and $s(b-a)=e-a$, then replaces the two fractions by plain variables `r` and `s`. The identity $r+s=1$ follows by cancelling the nonzero factor $b-a$, and the other two are linear combinations of known equations, which `linear_combination` verifies.

`CurvatureBound.convex_overlap` is the convexity of $g$. The auxiliary statement `key` says that the derivative of an overlap with a fixed `w` is the overlap with the derivative. Mathlib's second-derivative test, `convexOn_of_hasDerivWithinAt2_nonneg`, then leaves four goals: continuity on the closed window, the first derivative, the second derivative, and its sign. The sign comes from `abs_real_inner_le_norm`, which is Cauchy–Schwarz, together with the bound on `φ''`.

## From convexity to the error bounds

In `interpolation_error`, `hin` expands the overlap of any vector with the interpolation error. The error is then named `w`, and `hww` is this expansion with `w` itself as the test vector, so that its left side is $\|w\|^2$. The convexity inequality `hc` is applied at the two endpoints with the weights $r$ and $s$, and rewriting with `h2` turns $ra+sb$ into $e$. The line `hfin` combines `hc`, `hww` and the second-moment identity `h3` into $\|w\|^2\le\|w\|\frac M2(e-a)(b-e)$. The final case split separates $\|w\|=0$ from $\|w\|>0$, as in the derivation.

`distance_to_span` shows that the interpolant belongs to the span and uses that the distance to a set is at most the distance to any of its members. `worst_case_error` combines the pointwise bound with $M(2e-a-b)^2\ge0$, one eighth of which is the difference between the two bounds, and leaves the arithmetic to `linarith`. `halving_quarters_bound` splits on whether `e ≤ (a + b) / 2` and applies the worst-case bound on the corresponding half, with `CurvatureBound.mono` supplying the hypotheses.

`parabolicWave_sharp` verifies the four fields of `CurvatureBound` for the parabolic wave. It then uses `h3` to write the error as a multiple of `u`, as in the formula above, and takes the norm with $\|u\|=1$.
